# For finitely many fermionic modes, no eigenvalue of the pair density matrix exceeds \(\langle v, N v\rangle\)

## Modes, operators and the inner product

Let \(\iota\) be a finite set of modes, for instance orthonormal spin orbitals, and let \(E\) be a complex inner-product space, which may be infinite-dimensional. The inner product \(\langle x, y\rangle\), written `inner ℂ x y` in Lean, is conjugate-linear in \(x\) and linear in \(y\). A state is a vector \(v \in E\), which need not be normalised.

```lean
import Mathlib

open Matrix
open scoped ComplexConjugate

namespace FermionPairBound

noncomputable section

variable {ι E : Type*} [Fintype ι] [DecidableEq ι]
  [NormedAddCommGroup E] [InnerProductSpace ℂ E]
```

Each mode \(p\) has an annihilator \(a_p\) and a creator \(c_p\), both linear maps defined on all of \(E\). They satisfy

\[
a_p a_q + a_q a_p = 0, \qquad a_p c_q + c_q a_p = \delta_{pq}, \qquad \langle c_p x, y\rangle = \langle x, a_p y\rangle .
\]

The first relation expresses the antisymmetry of fermions, and with \(p=q\) it is the Pauli principle \(a_p^2 = 0\). The second also encodes the orthonormality of the modes. The third says that \(c_p = a_p^\dagger\). The structure `CAR` takes these three relations as hypotheses, applied to vectors. The matching relation for two creators follows by taking adjoints.

```lean
/-- Fermionic modes: annihilators `a p` and creators `c p` obey the canonical
anticommutation relations, and `c p` is adjoint to `a p`. -/
structure CAR (a c : ι → E →ₗ[ℂ] E) : Prop where
  anti : ∀ p q x, a p (a q x) + a q (a p x) = 0
  mixed : ∀ p q x, a p (c q x) + c q (a p x) = if p = q then x else 0
  adj : ∀ p x y, inner ℂ (c p x) y = inner ℂ x (a p y)
```

A complex matrix \(A\) serves as a pair amplitude. Removing a pair with this amplitude from \(v\) leaves the vector

\[
P_A v = \sum_{p,q} A_{pq}\, a_p a_q v .
\]

```lean
/-- The vector `∑ A_pq a_p a_q v`, left after removing a pair with amplitude `A`. -/
def pairAnn (a : ι → E →ₗ[ℂ] E) (A : Matrix ι ι ℂ) (v : E) : E :=
  ∑ p, ∑ q, A p q • a p (a q v)
```

The number operator is \(N = \sum_p c_p a_p\).

```lean
/-- The particle-number operator `N = ∑ c_p a_p` applied to `v`. -/
def numberOp (a c : ι → E →ₗ[ℂ] E) (v : E) : E := ∑ p, c p (a p v)
```

The pair density matrix has rows and columns labelled by ordered pairs of modes:

\[
D_{(pq),(rs)} = \langle v, c_p c_q a_s a_r v\rangle .
\]

All ordered pairs occur, so \((p,q)\) and \((q,p)\) are separate labels. If only the pairs \(p<q\) are kept, the nonzero eigenvalues are half as large.

```lean
/-- The pair density matrix `D_(pq),(rs) = ⟨v, c_p c_q a_s a_r v⟩`. -/
def pairDM (a c : ι → E →ₗ[ℂ] E) (v : E) : Matrix (ι × ι) (ι × ι) ℂ :=
  Matrix.of fun i j => inner ℂ v (c i.1 (c i.2 (a j.2 (a j.1 v))))
```

## Writing \(\langle v, N v\rangle\) as a sum of squared norms

Squared norms enter the calculation through \(\langle x, x\rangle = \|x\|^2\), here an equation between complex numbers.

```lean
/-- The inner product of a vector with itself is its squared norm. -/
theorem inner_self_ofReal (x : E) : inner ℂ x x = ((‖x‖ ^ 2 : ℝ) : ℂ) := by
  simp [inner_self_eq_norm_sq_to_K]
```

Conjugating the adjoint relation gives its mirror image, \(\langle a_p x, y\rangle = \langle x, c_p y\rangle\).

```lean
variable {a c : ι → E →ₗ[ℂ] E}

omit [Fintype ι] in
/-- An annihilator moves across the inner product as the matching creator. -/
theorem CAR.adj' (h : CAR a c) (p : ι) (x y : E) :
    inner ℂ (a p x) y = inner ℂ x (c p y) := by
  rw [← inner_conj_symm (a p x) y, ← h.adj, inner_conj_symm]
```

Hence

\[
\langle v, N v\rangle = \sum_p \langle v, c_p a_p v\rangle = \sum_p \langle a_p v, a_p v\rangle = \sum_p \|a_p v\|^2 .
\]

The Lean proof makes the same two moves inside the sum. Since the result is real, the real part `.re` in the bounds below discards nothing. For a normalised \(v\) it is the mean particle number; otherwise it is \(\|v\|^2\) times that mean.

```lean
/-- The inner product `⟨v, N v⟩` is the sum of the squared norms of `a_p v`. -/
theorem inner_numberOp (h : CAR a c) (v : E) :
    inner ℂ v (numberOp a c v) = ((∑ p, ‖a p v‖ ^ 2 : ℝ) : ℂ) := by
  rw [numberOp, inner_sum, Complex.ofReal_sum]
  refine Finset.sum_congr rfl fun p _ => ?_
  rw [← h.adj', inner_self_ofReal]
```

## A smeared mode is bounded by the length of its coefficients

Take coefficients \(f_p\) and set \(d = \sum_p f_p a_p\), so that \(d^\dagger = \sum_p \overline{f_p}\, c_p\). Expanding the two squared norms gives

\[
\|d v\|^2 = \sum_{q,p} \overline{f_q} f_p \langle v, c_q a_p v\rangle, \qquad
\|d^\dagger v\|^2 = \sum_{q,p} \overline{f_q} f_p \langle v, a_p c_q v\rangle .
\]

In the sum the anticommutator appears and only \(p=q\) survives:

\[
\|d v\|^2 + \|d^\dagger v\|^2 = \sum_{q,p} \overline{f_q} f_p\, \delta_{pq} \langle v, v\rangle = \Big(\sum_p |f_p|^2\Big) \|v\|^2 .
\]

Both terms on the left are nonnegative, so \(\|d v\|^2 \le \big(\sum_p |f_p|^2\big)\|v\|^2\).

In the proof, `h1` and `h2` are the two expansions, and `h3` applies the mixed relation to each pair of terms.

```lean
/-- For a smeared mode `d = ∑ f_p a_p`, the squared norms of `d v` and of `d† v`
add up to `(∑ |f_p|²) ‖v‖²`. -/
theorem smeared_mode (h : CAR a c) (f : ι → ℂ) (v : E) :
    ‖∑ p, f p • a p v‖ ^ 2 + ‖∑ p, conj (f p) • c p v‖ ^ 2
      = (∑ p, ‖f p‖ ^ 2) * ‖v‖ ^ 2 := by
  have h1 : inner ℂ (∑ p, f p • a p v) (∑ p, f p • a p v)
      = ∑ q, ∑ p, conj (f q) * f p * inner ℂ v (c q (a p v)) := by
    rw [sum_inner]
    refine Finset.sum_congr rfl fun q _ => ?_
    rw [inner_sum]
    refine Finset.sum_congr rfl fun p _ => ?_
    rw [inner_smul_left, inner_smul_right, h.adj']
    ring
  have h2 : inner ℂ (∑ p, conj (f p) • c p v) (∑ p, conj (f p) • c p v)
      = ∑ q, ∑ p, conj (f q) * f p * inner ℂ v (a p (c q v)) := by
    refine Eq.trans ?_ Finset.sum_comm
    rw [sum_inner]
    refine Finset.sum_congr rfl fun p _ => ?_
    rw [inner_sum]
    refine Finset.sum_congr rfl fun q _ => ?_
    rw [inner_smul_left, inner_smul_right, h.adj, Complex.conj_conj]
    ring
  apply Complex.ofReal_injective
  rw [Complex.ofReal_add, ← inner_self_ofReal, ← inner_self_ofReal, h1, h2,
    ← Finset.sum_add_distrib, Complex.ofReal_mul, ← inner_self_ofReal,
    Complex.ofReal_sum, Finset.sum_mul]
  refine Finset.sum_congr rfl fun q _ => ?_
  rw [← Finset.sum_add_distrib]
  -- the anticommutator leaves only the diagonal terms
  have h3 : ∀ p, conj (f q) * f p * inner ℂ v (c q (a p v))
      + conj (f q) * f p * inner ℂ v (a p (c q v))
      = if p = q then conj (f q) * f p * inner ℂ v v else 0 := by
    intro p
    rw [← mul_add, ← inner_add_right, add_comm (c q (a p v)), h.mixed]
    split_ifs <;> simp
  rw [Finset.sum_congr rfl fun p _ => h3 p]
  simp only [Finset.sum_ite_eq', Finset.mem_univ, if_true]
  rw [mul_comm (conj (f q)), Complex.mul_conj, Complex.normSq_eq_norm_sq]
```

## The pair bound

Group the terms of \(P_A v\) by the annihilator that acts first:

\[
P_A v = \sum_q w_q, \qquad w_q = \Big(\sum_p A_{pq} a_p\Big) a_q v .
\]

Each \(w_q\) is a smeared mode acting on \(a_q v\). With \(\alpha_q = \big(\sum_p |A_{pq}|^2\big)^{1/2}\), the previous estimate gives \(\|w_q\| \le \alpha_q \|a_q v\|\). The triangle inequality and then Cauchy-Schwarz yield

\[
\|P_A v\|^2 \le \Big(\sum_q \alpha_q \|a_q v\|\Big)^2 \le \Big(\sum_q \alpha_q^2\Big)\Big(\sum_q \|a_q v\|^2\Big) = \Big(\sum_{p,q} |A_{pq}|^2\Big) \langle v, N v\rangle .
\]

The theorem `pair_bound` states this for every matrix \(A\) and every vector \(v\), given operators that satisfy `CAR`. In its proof `hw` is the estimate for \(w_q\), `hs` is the regrouping, and the `calc` block follows the displayed chain. The number of modes does not appear in the bound.

```lean
/-- General pair occupation bound:
`‖∑ A_pq a_p a_q v‖² ≤ (∑ |A_pq|²) ⟨v, N v⟩` for every matrix `A` and vector `v`. -/
theorem pair_bound (h : CAR a c) (A : Matrix ι ι ℂ) (v : E) :
    ‖pairAnn a A v‖ ^ 2
      ≤ (∑ p, ∑ q, ‖A p q‖ ^ 2) * (inner ℂ v (numberOp a c v)).re := by
  rw [inner_numberOp h, Complex.ofReal_re]
  have hq : ∀ q, √(∑ p, ‖A p q‖ ^ 2) ^ 2 = ∑ p, ‖A p q‖ ^ 2 :=
    fun q => Real.sq_sqrt (by positivity)
  -- each column of `A` is a smeared mode acting on `a q v`
  have hw : ∀ q, ‖∑ p, A p q • a p (a q v)‖ ≤ √(∑ p, ‖A p q‖ ^ 2) * ‖a q v‖ := by
    intro q
    refine (le_abs_self _).trans (abs_le_of_sq_le_sq ?_ (by positivity))
    rw [mul_pow, hq]
    have := smeared_mode h (fun p => A p q) (a q v)
    linarith [sq_nonneg ‖∑ p, conj (A p q) • c p (a q v)‖]
  have hs : pairAnn a A v = ∑ q, ∑ p, A p q • a p (a q v) := Finset.sum_comm
  -- triangle inequality, then Cauchy-Schwarz over the columns
  calc ‖pairAnn a A v‖ ^ 2
      ≤ (∑ q, √(∑ p, ‖A p q‖ ^ 2) * ‖a q v‖) ^ 2 := by
        rw [hs]
        exact pow_le_pow_left₀ (norm_nonneg _)
          ((norm_sum_le _ _).trans (Finset.sum_le_sum fun q _ => hw q)) 2
    _ ≤ (∑ q, √(∑ p, ‖A p q‖ ^ 2) ^ 2) * ∑ q, ‖a q v‖ ^ 2 :=
        Finset.sum_mul_sq_le_sq_mul_sq _ _ _
    _ = _ := by
        rw [Finset.sum_congr rfl fun q _ => hq q, Finset.sum_comm]
```

## Only the antisymmetric part of the amplitude counts

Relabelling the sum and exchanging the annihilators gives

\[
P_{A^T} v = \sum_{p,q} A_{qp}\, a_p a_q v = \sum_{p,q} A_{pq}\, a_q a_p v = -P_A v .
\]

With \(B = \tfrac12 (A - A^T)\), linearity then gives \(P_B v = \tfrac12 (P_A v - P_{A^T} v) = P_A v\). Applying the pair bound to \(B\) puts \(\sum |B_{pq}|^2\) on the right. This is never larger than \(\sum |A_{pq}|^2\), because the symmetric and antisymmetric parts of a matrix are orthogonal.

The steps `ht`, `hl` and `he` are the sign flip, the linearity and the equality \(P_B v = P_A v\).

A single mode is the smallest case with any operators at all. There \(a_0 a_0 = 0\), so \(P_A v = 0\) for every \(A\). The first bound still allows \(|A_{00}|^2 \langle v, N v\rangle\), whereas the antisymmetric version reads \(0 \le 0\).

```lean
/-- The pair bound holds with `A` replaced by its antisymmetric part on the right. -/
theorem pair_bound_antisymm (h : CAR a c) (A : Matrix ι ι ℂ) (v : E) :
    ‖pairAnn a A v‖ ^ 2 ≤ (∑ p, ∑ q, ‖((1 / 2 : ℂ) • (A - Aᵀ)) p q‖ ^ 2)
      * (inner ℂ v (numberOp a c v)).re := by
  -- exchanging the two annihilators flips the sign
  have ht : pairAnn a Aᵀ v = -pairAnn a A v := by
    unfold pairAnn
    rw [← Finset.sum_neg_distrib]
    refine Finset.sum_comm.trans (Finset.sum_congr rfl fun p _ => ?_)
    rw [← Finset.sum_neg_distrib]
    refine Finset.sum_congr rfl fun q _ => ?_
    rw [Matrix.transpose_apply, eq_neg_of_add_eq_zero_left (h.anti q p v), smul_neg]
  have hl : pairAnn a ((1 / 2 : ℂ) • (A - Aᵀ)) v
      = (1 / 2 : ℂ) • (pairAnn a A v - pairAnn a Aᵀ v) := by
    simp only [pairAnn, Matrix.smul_apply, Matrix.sub_apply, smul_eq_mul, mul_smul,
      sub_smul, smul_sub, Finset.smul_sum, Finset.sum_sub_distrib]
  have he : pairAnn a ((1 / 2 : ℂ) • (A - Aᵀ)) v = pairAnn a A v := by
    rw [hl, ht]
    module
  rw [← he]
  exact pair_bound h _ v
```

## From the amplitude to the eigenvalues

Let \(x\) be a vector of coefficients \(x_{(pq)}\). Moving both creators to the left side of the inner product gives \(D_{(pq),(rs)} = \langle a_q a_p v, a_s a_r v\rangle\), and so

\[
x^\dagger D x = \sum_{(pq),(rs)} \overline{x_{(pq)}}\, x_{(rs)} \langle a_q a_p v, a_s a_r v\rangle = \Big\| \sum_{(pq)} x_{(pq)}\, a_q a_p v \Big\|^2 .
\]

The vector on the right is \(P_A v\) with \(A_{pq} = x_{(qp)}\). The transposed indices come from the reversal of order under the adjoint, and Lean writes them as `x (q, p)`.

```lean
/-- The quadratic form of the pair density matrix is the squared norm of the
vector left after removing the corresponding pair. -/
theorem pairDM_quadratic (h : CAR a c) (v : E) (x : ι × ι → ℂ) :
    star x ⬝ᵥ (pairDM a c v *ᵥ x)
      = ((‖pairAnn a (Matrix.of fun p q => x (q, p)) v‖ ^ 2 : ℝ) : ℂ) := by
  have hs : pairAnn a (Matrix.of fun p q => x (q, p)) v
      = ∑ i : ι × ι, x i • a i.2 (a i.1 v) := by
    rw [Fintype.sum_prod_type]
    exact Finset.sum_comm
  rw [← inner_self_ofReal, hs, sum_inner]
  refine Finset.sum_congr rfl fun i _ => ?_
  rw [inner_sum, Matrix.mulVec, dotProduct, Finset.mul_sum]
  refine Finset.sum_congr rfl fun j _ => ?_
  rw [inner_smul_left, inner_smul_right, h.adj', h.adj']
  change conj (x i) * (inner ℂ v (c i.1 (c i.2 (a j.2 (a j.1 v)))) * x j) = _
  ring
```

Now suppose \(D x = \mu x\) with \(x \neq 0\). The quadratic form and the pair bound combine to

\[
\mu \sum_{(pq)} |x_{(pq)}|^2 = \|P_A v\|^2 \le \Big(\sum_{(pq)} |x_{(pq)}|^2\Big) \langle v, N v\rangle .
\]

Dividing by the positive sum gives the bound on \(\mu\). The theorem is stated for a complex \(\mu\) and bounds \(|\mu|\), so its proof takes norms of the first equation before cancelling. The positivity needed for the cancellation is `hS`.

In a normalised state of many particles, an eigenvalue of order the particle number is a signature of pair condensation, as in superconductors; for a pure state of finitely many modes, the theorem shows that growth linear in \(\langle v, N v\rangle\) is the most that can occur. Mixed states are not treated.

```lean
/-- Every eigenvalue of the pair density matrix is at most `⟨v, N v⟩` in modulus. -/
theorem pairDM_eigenvalue_le (h : CAR a c) (v : E) {x : ι × ι → ℂ} {μ : ℂ}
    (hx : x ≠ 0) (hμ : pairDM a c v *ᵥ x = μ • x) :
    ‖μ‖ ≤ (inner ℂ v (numberOp a c v)).re := by
  have hS : 0 < ∑ i, ‖x i‖ ^ 2 := by
    obtain ⟨i, hi⟩ := Function.ne_iff.mp hx
    have hi' : 0 < ‖x i‖ := norm_pos_iff.mpr hi
    exact Finset.sum_pos' (fun _ _ => by positivity) ⟨i, Finset.mem_univ i, by positivity⟩
  have hxx : star x ⬝ᵥ x = ((∑ i, ‖x i‖ ^ 2 : ℝ) : ℂ) := by
    rw [Complex.ofReal_sum]
    refine Finset.sum_congr rfl fun i _ => ?_
    change conj (x i) * x i = _
    rw [mul_comm, Complex.mul_conj, Complex.normSq_eq_norm_sq]
  have hq := pairDM_quadratic h v x
  rw [hμ, dotProduct_smul, smul_eq_mul, hxx] at hq
  have hn := congrArg norm hq
  rw [norm_mul, Complex.norm_of_nonneg hS.le, Complex.norm_of_nonneg (sq_nonneg _)] at hn
  have hb := pair_bound h (Matrix.of fun p q => x (q, p)) v
  have hc : ∑ p, ∑ q, ‖(Matrix.of fun p q => x (q, p)) p q‖ ^ 2 = ∑ i, ‖x i‖ ^ 2 := by
    rw [Fintype.sum_prod_type]
    exact Finset.sum_comm
  rw [hc, ← hn, mul_comm] at hb
  exact le_of_mul_le_mul_left hb hS
```

## Two modes that attain the bound

Two modes are the fewest from which a pair can be removed. Use the basis \(|00\rangle, |10\rangle, |01\rangle, |11\rangle\), with the modes numbered 0 and 1 as in Lean. On a vector with coordinates \((x_0, x_1, x_2, x_3)\) the annihilators act as

\[
a_0 x = (x_1, 0, x_3, 0), \qquad a_1 x = (x_2, -x_3, 0, 0).
\]

The minus sign is the fermionic phase that \(a_1\) acquires when mode 0 is occupied.

```lean
/-- Two explicit annihilators on the basis `|00⟩, |10⟩, |01⟩, |11⟩`. -/
def fockA : Fin 2 → EuclideanSpace ℂ (Fin 4) →ₗ[ℂ] EuclideanSpace ℂ (Fin 4) :=
  ![{ toFun := fun x => !₂[x 1, 0, x 3, 0]
      map_add' := fun x y => by ext i; fin_cases i <;> simp
      map_smul' := fun r x => by ext i; fin_cases i <;> simp },
    { toFun := fun x => !₂[x 2, -x 3, 0, 0]
      map_add' := fun x y => by ext i; fin_cases i <;> simp; ring
      map_smul' := fun r x => by ext i; fin_cases i <;> simp }]
```

The creators are the conjugate transposes:

\[
c_0 x = (0, x_0, 0, x_2), \qquad c_1 x = (0, 0, x_0, -x_1).
\]

```lean
/-- The two matching creators on the same basis. -/
def fockC : Fin 2 → EuclideanSpace ℂ (Fin 4) →ₗ[ℂ] EuclideanSpace ℂ (Fin 4) :=
  ![{ toFun := fun x => !₂[0, x 0, 0, x 2]
      map_add' := fun x y => by ext i; fin_cases i <;> simp
      map_smul' := fun r x => by ext i; fin_cases i <;> simp },
    { toFun := fun x => !₂[0, 0, x 0, -x 1]
      map_add' := fun x y => by ext i; fin_cases i <;> simp; ring
      map_smul' := fun r x => by ext i; fin_cases i <;> simp }]
```

The relations are checked coordinate by coordinate for each choice of modes. For example, \(a_0 a_1 x = (-x_3, 0, 0, 0)\) and \(a_1 a_0 x = (x_3, 0, 0, 0)\) add to zero. The hypotheses in `CAR` are therefore satisfied by an actual system.

```lean
/-- The explicit two-mode operators satisfy all the relations of `CAR`. -/
theorem CAR_witness : CAR fockA fockC where
  anti p q x := by
    ext i
    fin_cases p <;> fin_cases q <;> fin_cases i <;> simp [fockA]
  mixed p q x := by
    ext i
    fin_cases p <;> fin_cases q <;> fin_cases i <;> simp [fockA, fockC]
  adj p x y := by
    fin_cases p <;> simp [fockA, fockC, PiLp.inner_apply, Fin.sum_univ_four]
```

Take the normalised state \(v = |11\rangle\) and the antisymmetric amplitude \(A_{01} = 1\), \(A_{10} = -1\). Then

\[
P_A v = a_0 a_1 v - a_1 a_0 v = -2\,|00\rangle, \qquad \|P_A v\|^2 = 4 .
\]

On the other side, \(\sum |A_{pq}|^2 = 2\) and \(N v = 2v\), so the product is also 4. Scaling the amplitude to unit length, \(A/\sqrt2\), makes both sides equal to 2, the number of particles. The constant in the pair bound therefore can't be lowered for all systems at once.

In the proof `h1` and `h2` compute \(P_A v\) and \(N v\), and the norms and inner products are then evaluated in coordinates.

```lean
/-- For the doubly occupied two-mode state and an antisymmetric pair amplitude,
both sides of the pair bound equal 4. -/
theorem pair_bound_sharp :
    ‖pairAnn fockA !![0, 1; -1, 0] !₂[0, 0, 0, 1]‖ ^ 2 = 4 ∧
    (∑ p, ∑ q, ‖(!![0, 1; -1, 0] : Matrix (Fin 2) (Fin 2) ℂ) p q‖ ^ 2)
      * (inner ℂ !₂[0, 0, 0, 1] (numberOp fockA fockC !₂[0, 0, 0, 1])).re = 4 := by
  have h1 : pairAnn fockA !![0, 1; -1, 0] !₂[0, 0, 0, 1] = !₂[-2, 0, 0, 0] := by
    ext i
    fin_cases i <;> simp [pairAnn, fockA, Fin.sum_univ_two]
    norm_num
  have h2 : numberOp fockA fockC !₂[0, 0, 0, 1] = !₂[0, 0, 0, 2] := by
    ext i
    fin_cases i <;> simp [numberOp, fockA, fockC, Fin.sum_univ_two]
    norm_num
  rw [h1, h2]
  constructor
  · rw [EuclideanSpace.norm_sq_eq]
    simp [Fin.sum_univ_four] <;> norm_num
  · simp [PiLp.inner_apply, Fin.sum_univ_four, Fin.sum_univ_two] <;> norm_num

end

end FermionPairBound
```

```lean
#print axioms FermionPairBound.pair_bound_antisymm
#print axioms FermionPairBound.pairDM_eigenvalue_le
#print axioms FermionPairBound.pair_bound_sharp
```

```
'FermionPairBound.pair_bound_antisymm' depends on axioms: [propext, Classical.choice, Quot.sound]
'FermionPairBound.pairDM_eigenvalue_le' depends on axioms: [propext, Classical.choice, Quot.sound]
'FermionPairBound.pair_bound_sharp' depends on axioms: [propext, Classical.choice, Quot.sound]
```
